# Mean bond energy of a randomly mixed A/B alloy on a finite z-regular graph

**Q:** Before I judge any theorem, I want the terms fixed. What is the alloy, and what is given?

**A:** The lattice is a simple graph G. Its vertices are the N sites, collected in a finite type `V`, and its edges are the bonds.

In Lean 4 with Mathlib:

```lean
import Mathlib

open Finset

namespace RegularSolution

noncomputable section

variable {V : Type*} [Fintype V] [DecidableEq V]
```

A configuration σ assigns a species to every site. It is a function `V → Bool`, with `true` for B and `false` for A. The number x is the probability of finding B on a site.

```lean
/-- Probability of a species on one site: B (`true`) has probability `x`, A (`false`) has
probability `1 - x`. -/
def siteProb (x : ℝ) : Bool → ℝ
  | true => x
  | false => 1 - x
```

The occupation number n is 1 for B and 0 for A. In the file it is called `occ`.

```lean
/-- Occupation number of species B on a site. -/
def occ : Bool → ℝ
  | true => 1
  | false => 0
```

Three constants eAA, eAB and eBB give the energy of a bond according to the species at its ends. They stand for nearest-neighbour contact energies that depend neither on composition nor on the surroundings of the bond.

```lean
/-- Energy of a bond between two species. -/
def pairEnergy (eAA eAB eBB : ℝ) : Bool → Bool → ℝ
  | false, false => eAA
  | false, true => eAB
  | true, false => eAB
  | true, true => eBB
```

**Q:** Where does the randomness enter?

**A:** In the weight of a configuration, which is the product of its site probabilities. This is the assumption of random mixing: no site knows what its neighbours hold, so there is no short-range order. The mean of an observable, written ⟨f⟩ below, is the weighted sum over all 2^N configurations.

```lean
/-- Weight of a configuration when all sites are occupied independently. -/
def weight (x : ℝ) (σ : V → Bool) : ℝ := ∏ v, siteProb x (σ v)

/-- Mean of an observable over all configurations of the random alloy. -/
def mean (x : ℝ) (f : (V → Bool) → ℝ) : ℝ := ∑ σ, weight x σ * f σ
```

**Q:** Factors of two are easy to get wrong in such a model. Is each bond counted once?

**A:** Yes. A bond is an unordered pair of sites, of type `Sym2 V`. An energy on unordered pairs is well defined only if exchanging the two ends changes nothing, so that symmetry is proved first. The total energy then runs over `G.edgeFinset`, where each bond appears once.

```lean
/-- The pair energy does not depend on the order of the two species. -/
theorem pairEnergy_comm (eAA eAB eBB : ℝ) (a b : Bool) :
    pairEnergy eAA eAB eBB a b = pairEnergy eAA eAB eBB b a := by
  cases a <;> cases b <;> rfl

/-- Energy of a configuration on one bond, an unordered pair of sites. -/
def bondEnergy (eAA eAB eBB : ℝ) (σ : V → Bool) : Sym2 V → ℝ :=
  Sym2.lift ⟨fun u w => pairEnergy eAA eAB eBB (σ u) (σ w),
    fun u w => pairEnergy_comm eAA eAB eBB (σ u) (σ w)⟩

/-- Total energy of a configuration: the sum over all bonds of the graph. -/
def totalEnergy (G : SimpleGraph V) [DecidableRel G.Adj] (eAA eAB eBB : ℝ)
    (σ : V → Bool) : ℝ :=
  ∑ e ∈ G.edgeFinset, bondEnergy eAA eAB eBB σ e
```

**Q:** And the quantities in the final formula?

**A:** The energy per site is the mean total energy divided by N. With z the number of neighbours of each site, the interaction parameter is

W = z (eAB − (eAA + eBB)/2).

This convention puts z inside W and makes W an energy per site. The mixing energy is the energy per site at x, minus the composition-weighted energies per site at x = 0 and x = 1.

```lean
/-- Mean total bond energy of the random alloy, per site. -/
def energyPerSite (G : SimpleGraph V) [DecidableRel G.Adj] (eAA eAB eBB x : ℝ) : ℝ :=
  mean x (totalEnergy G eAA eAB eBB) / (Fintype.card V : ℝ)

/-- The regular-solution parameter `W` for coordination number `z`. -/
def interactionParameter (z : ℕ) (eAA eAB eBB : ℝ) : ℝ :=
  z * (eAB - (eAA + eBB) / 2)

/-- Energy per site of the random alloy relative to the composition-weighted energies per site
at `x = 0` (pure A) and `x = 1` (pure B). -/
def mixingEnergy (G : SimpleGraph V) [DecidableRel G.Adj] (eAA eAB eBB x : ℝ) : ℝ :=
  energyPerSite G eAA eAB eBB x
    - ((1 - x) * energyPerSite G eAA eAB eBB 0 + x * energyPerSite G eAA eAB eBB 1)
```

**Q:** The pure-component references are evaluated from the random alloy itself. Is that legitimate?

**A:** It is. At x = 0 every configuration containing a B atom has weight zero, and the all-A configuration has weight one. The mean is then the energy of pure A. The same holds for pure B at x = 1.

**Q:** Derive the result for me by hand, then.

**A:** Take a set S of sites and ask for the mean of the product of their occupation numbers. The weight is a product over sites, so the sum over configurations factorises into one sum per site. A site in S contributes

x·1 + (1 − x)·0 = x,

and a site outside S contributes

x + (1 − x) = 1.

With |S| the number of sites in S, the mean is therefore

⟨∏_{v∈S} n_v⟩ = x^|S|.

Next, write the energy of a pair of sites u and w as a polynomial in their occupations:

eAA + (eAB − eAA)(n_u + n_w) + (eAA + eBB − 2eAB) n_u n_w.

Two A atoms give eAA, one of each gives eAB, and two B atoms give eBB. For distinct sites ⟨n_u⟩ = ⟨n_w⟩ = x and ⟨n_u n_w⟩ = x², so the mean pair energy, which I call ē, is

ē = eAA + 2x(eAB − eAA) + x²(eAA + eBB − 2eAB)
  = (1 − x)² eAA + 2x(1 − x) eAB + x² eBB.

Every bond joins two distinct sites, so every bond has this mean. With |E| bonds, the mean total energy is |E| ē. This needs no independence between bonds, because the mean of a sum is the sum of the means.

Each site has z bonds and each bond has two ends, so

N z = 2|E|,

and the energy per site is (z/2) ē. Finally, use

(1 − x)² = (1 − x) − x(1 − x),
x² = x − x(1 − x)

to obtain

ē = (1 − x) eAA + x eBB + 2x(1 − x)(eAB − (eAA + eBB)/2).

Multiplying by z/2 gives

energy per site = (z/2)((1 − x) eAA + x eBB) + W x(1 − x).

At x = 0 and x = 1 this equals (z/2) eAA and (z/2) eBB. Subtracting their weighted sum leaves the mixing energy W x(1 − x).

**Q:** Try it on something I can enumerate.

**A:** Take two sites joined by one bond, so N = 2 and z = 1. The configurations AA, AB, BA and BB have weights (1 − x)², x(1 − x), x(1 − x) and x². The energy per site is half the weighted sum:

½[(1 − x)² eAA + 2x(1 − x) eAB + x² eBB].

That is ē/2, as the formula requires. A single site without bonds is also allowed: then z = 0, and both sides vanish.

**Q:** Now the formal version. How does it handle the factorisation?

**A:** In `mean_prod_occ`, the step `h` merges the weight and the occupations into one product over all sites, with a factor 1 for sites outside S. The step `key` exchanges the product of sums with the sum of products, using `Finset.prod_univ_sum`. The step `site` evaluates the single-site sum as x or 1.

```lean
/-- The mean of the product of the occupation numbers over a set `S` of sites is `x ^ |S|`. -/
theorem mean_prod_occ (x : ℝ) (S : Finset V) :
    mean x (fun σ => ∏ v ∈ S, occ (σ v)) = x ^ S.card := by
  have h : ∀ σ : V → Bool, weight x σ * ∏ v ∈ S, occ (σ v)
      = ∏ v, (siteProb x (σ v) * if v ∈ S then occ (σ v) else 1) := by
    intro σ
    rw [Finset.prod_mul_distrib, Finset.prod_ite_mem, Finset.univ_inter]
    rfl
  -- independence: the sum over configurations factorises into single-site sums
  have key : ∏ v : V, ∑ s : Bool, (siteProb x s * if v ∈ S then occ s else 1)
      = ∑ σ : V → Bool, ∏ v, (siteProb x (σ v) * if v ∈ S then occ (σ v) else 1) := by
    rw [Finset.prod_univ_sum, Fintype.piFinset_univ]
  have site : ∀ v : V, ∑ s : Bool, (siteProb x s * if v ∈ S then occ s else 1)
      = if v ∈ S then x else 1 := by
    intro v
    by_cases hv : v ∈ S <;> simp [hv, siteProb, occ]
  unfold mean
  rw [Finset.sum_congr rfl (fun σ _ => h σ), ← key,
    Finset.prod_congr rfl (fun v _ => site v), Finset.prod_ite_mem, Finset.univ_inter,
    Finset.prod_const]
```

**Q:** Nothing there restricts x to lie between 0 and 1.

**A:** The identity is algebraic and holds for every real x. Reading x and the weights as probabilities does need the range, and the next theorem covers that case: for 0 ≤ x ≤ 1 the weights are nonnegative and sum to one. The sum is the case of empty S.

```lean
/-- For `0 ≤ x ≤ 1` the configuration weights are nonnegative and sum to one. -/
theorem weight_probability (x : ℝ) (h0 : 0 ≤ x) (h1 : x ≤ 1) :
    (∀ σ : V → Bool, 0 ≤ weight x σ) ∧ ∑ σ : V → Bool, weight x σ = 1 := by
  constructor
  · intro σ
    refine Finset.prod_nonneg (fun v _ => ?_)
    cases σ v
    · exact sub_nonneg.mpr h1
    · exact h0
  · simpa [mean] using mean_prod_occ x (∅ : Finset V)
```

**Q:** And the pair energy?

**A:** The proof follows the polynomial argument. It calls `mean_prod_occ` for the empty set, for {u}, for {w} and for {u, w}. The step `poly` checks the polynomial on all four species pairs, and `e` distributes the weight over its terms. The hypothesis `u ≠ w` is what gives {u, w} two elements, and hence the mean x².

```lean
/-- Mean energy of a pair of distinct sites in the random alloy. -/
theorem mean_pairEnergy (eAA eAB eBB x : ℝ) {u w : V} (huw : u ≠ w) :
    mean x (fun σ => pairEnergy eAA eAB eBB (σ u) (σ w))
      = (1 - x) ^ 2 * eAA + 2 * x * (1 - x) * eAB + x ^ 2 * eBB := by
  have m0 := mean_prod_occ x (∅ : Finset V)
  have mu := mean_prod_occ x ({u} : Finset V)
  have mw := mean_prod_occ x ({w} : Finset V)
  have muw := mean_prod_occ x ({u, w} : Finset V)
  simp only [mean, Finset.prod_empty, Finset.card_empty, pow_zero, mul_one] at m0
  simp only [mean, Finset.prod_singleton, Finset.card_singleton, pow_one] at mu mw
  simp only [mean, Finset.prod_pair huw, Finset.card_pair huw] at muw
  -- the pair energy is a polynomial in the two occupation numbers
  have poly : ∀ a b : Bool, pairEnergy eAA eAB eBB a b
      = eAA + (eAB - eAA) * (occ a + occ b) + (eAA + eBB - 2 * eAB) * (occ a * occ b) := by
    intro a b
    cases a <;> cases b <;> simp only [pairEnergy, occ] <;> ring
  have e : ∀ σ : V → Bool, weight x σ * pairEnergy eAA eAB eBB (σ u) (σ w)
      = eAA * weight x σ + (eAB - eAA) * (weight x σ * occ (σ u))
        + (eAB - eAA) * (weight x σ * occ (σ w))
        + (eAA + eBB - 2 * eAB) * (weight x σ * (occ (σ u) * occ (σ w))) := by
    intro σ
    rw [poly]
    ring
  unfold mean
  rw [Finset.sum_congr rfl (fun σ _ => e σ), Finset.sum_add_distrib, Finset.sum_add_distrib,
    Finset.sum_add_distrib, ← Finset.mul_sum, ← Finset.mul_sum, ← Finset.mul_sum,
    ← Finset.mul_sum, m0, mu, mw, muw]
  ring
```

**Q:** Does the sum over bonds already use regularity?

**A:** No, `mean_totalEnergy` holds on any finite graph. `Finset.sum_comm` exchanges the sum over configurations with the sum over bonds, and each bond then contributes ē. The step `bond` unpacks an edge into its two ends, and adjacency in a simple graph guarantees that they differ.

```lean
/-- On any finite graph the mean total energy is the number of bonds times the mean energy of
one bond. -/
theorem mean_totalEnergy (G : SimpleGraph V) [DecidableRel G.Adj] (eAA eAB eBB x : ℝ) :
    mean x (totalEnergy G eAA eAB eBB)
      = (G.edgeFinset.card : ℝ)
        * ((1 - x) ^ 2 * eAA + 2 * x * (1 - x) * eAB + x ^ 2 * eBB) := by
  have bond : ∀ e ∈ G.edgeFinset, ∑ σ : V → Bool, weight x σ * bondEnergy eAA eAB eBB σ e
      = (1 - x) ^ 2 * eAA + 2 * x * (1 - x) * eAB + x ^ 2 * eBB := by
    intro e he
    induction e using Sym2.ind with
    | _ u w =>
      -- a bond joins two distinct sites
      have hadj : G.Adj u w := by
        rwa [SimpleGraph.mem_edgeFinset, SimpleGraph.mem_edgeSet] at he
      exact mean_pairEnergy eAA eAB eBB x hadj.ne
  unfold mean totalEnergy
  simp_rw [Finset.mul_sum]
  rw [Finset.sum_comm, Finset.sum_congr rfl bond, Finset.sum_const, nsmul_eq_mul]
```

**Q:** So regularity enters only in the main theorem. Read me that statement in words.

**A:** Let G be a graph on a finite, nonempty set of sites, in which every site has exactly z neighbours. Then for all real eAA, eAB, eBB and x, the mean bond energy per site is the expression derived above. The hypothesis `hG` is the common coordination number, and `Nonempty V` ensures that there is a site to divide by.

In the proof, `hs` is the relation N z = 2|E|, obtained from Mathlib's theorem that the degrees sum to twice the number of edges. After multiplying through by N, `linear_combination` uses `hs` with the factor −ē/2, and what remains is polynomial algebra.

```lean
/-- Regular-solution energy: on a nonempty finite `z`-regular graph the mean bond energy per site
is the composition-weighted pure-component energy plus `W x (1 - x)`. -/
theorem energyPerSite_eq [Nonempty V] (G : SimpleGraph V) [DecidableRel G.Adj] {z : ℕ}
    (hG : G.IsRegularOfDegree z) (eAA eAB eBB x : ℝ) :
    energyPerSite G eAA eAB eBB x
      = (z : ℝ) / 2 * ((1 - x) * eAA + x * eBB)
        + interactionParameter z eAA eAB eBB * x * (1 - x) := by
  have hN : (Fintype.card V : ℝ) ≠ 0 := Nat.cast_ne_zero.mpr Fintype.card_ne_zero
  -- handshake identity: every bond is shared by two sites
  have hs : (Fintype.card V : ℝ) * z = 2 * (G.edgeFinset.card : ℝ) := by
    have h := G.sum_degrees_eq_twice_card_edges
    simp only [hG.degree_eq, Finset.sum_const, Finset.card_univ, smul_eq_mul] at h
    exact_mod_cast h
  unfold energyPerSite interactionParameter
  rw [mean_totalEnergy, div_eq_iff hN]
  linear_combination
    (-((1 - x) ^ 2 * eAA + 2 * x * (1 - x) * eAB + x ^ 2 * eBB) / 2) * hs
```

**Q:** Real crystals have surfaces, and simulation boxes have periodic boundaries. Which of them qualify?

**A:** In a crystal that also has interior sites, a free surface breaks regularity, because the surface sites have fewer neighbours than the interior ones. The bond-count formula still applies there, but the main theorem does not. A periodic simple cubic box with at least three sites along each edge is a simple graph with z = 6. With only two sites along an edge, the left and right neighbours coincide, and a simple graph cannot hold that double bond.

**Q:** Then the mixing energy follows by subtraction?

**A:** Yes. The main theorem is applied at x, at 0 and at 1, and `ring` does the rest.

```lean
/-- On a nonempty finite `z`-regular graph the mixing energy per site of the random alloy is `W x (1
- x)`. -/
theorem mixingEnergy_eq [Nonempty V] (G : SimpleGraph V) [DecidableRel G.Adj] {z : ℕ}
    (hG : G.IsRegularOfDegree z) (eAA eAB eBB x : ℝ) :
    mixingEnergy G eAA eAB eBB x = interactionParameter z eAA eAB eBB * x * (1 - x) := by
  unfold mixingEnergy
  rw [energyPerSite_eq G hG, energyPerSite_eq G hG, energyPerSite_eq G hG]
  ring
```

**Q:** I would also like the sign, since that is what people quote.

**A:** For 0 < x < 1 and z > 0, the mixing energy is positive exactly when eAB lies above the average of eAA and eBB. The proof writes it as

z x(1 − x) · (eAB − (eAA + eBB)/2),

where the first factor is positive, so the sign is that of the second. With z = 0 there are no bonds and the mixing energy is zero, which is why z > 0 is assumed.

```lean
/-- On a nonempty finite `z`-regular graph with `z > 0`, and for `0 < x < 1`, the mixing energy is
positive exactly when `eAB` is greater than the average of `eAA` and `eBB`. -/
theorem mixingEnergy_pos_iff [Nonempty V] (G : SimpleGraph V) [DecidableRel G.Adj] {z : ℕ}
    (hG : G.IsRegularOfDegree z) (hz : 0 < z) (eAA eAB eBB : ℝ) {x : ℝ}
    (h0 : 0 < x) (h1 : x < 1) :
    0 < mixingEnergy G eAA eAB eBB x ↔ (eAA + eBB) / 2 < eAB := by
  have hz' : (0 : ℝ) < z := Nat.cast_pos.mpr hz
  have hp : 0 < (z : ℝ) * x * (1 - x) := mul_pos (mul_pos hz' h0) (sub_pos.mpr h1)
  have hm : mixingEnergy G eAA eAB eBB x
      = (z : ℝ) * x * (1 - x) * (eAB - (eAA + eBB) / 2) := by
    rw [mixingEnergy_eq G hG, interactionParameter]
    ring
  rw [hm, mul_pos_iff_of_pos_left hp, sub_pos]

end

end RegularSolution
```

```lean
#print axioms RegularSolution.weight_probability
#print axioms RegularSolution.mean_totalEnergy
#print axioms RegularSolution.mixingEnergy_pos_iff
```

```
'RegularSolution.weight_probability' depends on axioms: [propext, Classical.choice, Quot.sound]
'RegularSolution.mean_totalEnergy' depends on axioms: [propext, Classical.choice, Quot.sound]
'RegularSolution.mixingEnergy_pos_iff' depends on axioms: [propext, Classical.choice, Quot.sound]
```

**Q:** May I conclude that such an alloy phase-separates?

**A:** Not from this. The theorems concern the energy of a state whose randomness is put in by hand. Whether the alloy separates at a given temperature is decided by a free energy, and the file contains neither an entropy nor a temperature. What you have is the energy term of the regular-solution model, obtained from a microscopic count of bonds.

**Q:** What else is idealised?

**A:** Only bonds of the graph carry energy, so there are no many-body terms and no interactions beyond the chosen neighbours. The atoms do not relax from their sites. Also, x is a probability and not a fixed composition: the number of B atoms fluctuates from one configuration to the next. If exactly k of the N sites held B, with all such arrangements equally likely, two given sites would both be B with probability k(k − 1)/(N(N − 1)), which for finite N generally differs from (k/N)².

**Q:** Then where would I meet the formula in practice?

**A:** In a lattice Monte Carlo program with nearest-neighbour pair energies only, it gives the expected starting energy per site of a regular periodic box whose sites are filled independently, each with B at probability x. Single random fillings in general scatter around that value, so the comparison should be made with an average over many fillings.
